# Full width at half maximum of a reversible Frumkin voltammogram for g > −4

An adsorbate with coverage $t\in(0,1)$ and Frumkin interaction parameter $g>-4$ has the dimensionless equilibrium potential $x(t)=\ln\frac{t}{1-t}+g\,t$. Its reversible voltammetric current, normalised as $dt/dx$ and taken as a function of the potential $x$, has peak height $1/(4+g)$ and full width at half maximum

$$W=2\ln\frac{1+s}{1-s}+g\,s,\qquad s=\sqrt{\frac{4+g}{8+g}}.$$

In the computational hydrogen electrode, this relates a coverage-dependent differential adsorption free energy from electronic-structure calculations to the width of a voltammetric peak, provided that the dependence is linear in coverage, the adsorbate occupies the sites at random, and the sweep is slow enough for equilibrium.

## Potential, coverage and current

```lean
import Mathlib

open Set

namespace FrumkinVoltammetry

noncomputable section
```

Mathlib is Lean's mathematical library. Opening `Set` gives short names to intervals: `Ioo a b` is the open interval $(a,b)$ and `Icc a b` the closed interval $[a,b]$.

```lean
/-- Dimensionless electrode potential at coverage `t` for Frumkin parameter `g`. -/
def potential (g t : ℝ) : ℝ := Real.log (t / (1 - t)) + g * t
```

This is $x(t)$, with `g` and `t` real numbers. The logarithm is the configurational term of a lattice of independent sites, and $g\,t$ is a mean-field lateral interaction, repulsive for $g>0$ and attractive for $g<0$.

For hydrogen adsorption by $\mathrm{H^+}+e^-+{*}\to\mathrm{H^*}$, one has $x=-(eU+\Delta G_0)/k_BT$, where $U$ is the electrode potential against the reversible hydrogen electrode and $\Delta G_0$ is the adsorption free energy at zero coverage, without the configurational term. At coverage $t$ the differential adsorption free energy, that of adding one more atom, is $\Delta G_0+g\,k_BT\,t$, again without the configurational term. The average per adsorbed atom is $\Delta G_0+\frac12 g\,k_BT\,t$, so its slope with coverage must be doubled to obtain $g\,k_BT$. A width in $x$ therefore becomes a width in volts after multiplication by $k_BT/e$.

```lean
/-- The slope of the potential with respect to coverage. -/
def potentialSlope (g t : ℝ) : ℝ := 1 / (t * (1 - t)) + g
```

This names the expression $\frac{1}{t(1-t)}+g$. That it is the derivative $x'(t)$ is proved below.

```lean
/-- `θ` is the equilibrium coverage as a function of potential: it lies strictly between
0 and 1 and solves the Frumkin equation at every potential. -/
def IsIsotherm (g : ℝ) (θ : ℝ → ℝ) : Prop :=
  ∀ E, θ E ∈ Ioo (0 : ℝ) 1 ∧ potential g (θ E) = E
```

An isotherm is a function $\theta$ that assigns to every potential $E$ a coverage $\theta(E)\in(0,1)$ with $x(\theta(E))=E$. The current is its derivative $d\theta/dE$, in units that absorb the sweep rate and the monolayer charge. Slow kinetics, mass transport and double-layer charging are absent from the model.

```lean
/-- The parameter `s = √((4+g)/(8+g))`. -/
def halfSpread (g : ℝ) : ℝ := Real.sqrt ((4 + g) / (8 + g))
```

This is $s$. The half-maximum coverages will turn out to be $(1\pm s)/2$.

## The slope of the potential

```lean
/-- The derivative of the potential with respect to coverage is `1/(t(1-t)) + g`. -/
theorem hasDerivAt_potential (g : ℝ) {t : ℝ} (ht : t ∈ Ioo (0 : ℝ) 1) :
    HasDerivAt (potential g) (potentialSlope g t) t := by
  have h0 : t ≠ 0 := ht.1.ne'
  have hp : 0 < 1 - t := by linarith [ht.2]
  have h1 : 1 - t ≠ 0 := hp.ne'
  have h2 := (((hasDerivAt_id' t).fun_div ((hasDerivAt_id' t).const_sub 1) h1).log
    (div_pos ht.1 hp).ne').fun_add ((hasDerivAt_id' t).const_mul g)
  have h3 : HasDerivAt (potential g) _ t := h2
  refine h3.congr_deriv ?_
  show (1 * (1 - t) - t * (-1)) / (1 - t) ^ 2 / (t / (1 - t)) + g * 1 = 1 / (t * (1 - t)) + g
  field_simp
  ring
```

`HasDerivAt f d t` says that $f$ is differentiable at $t$ with derivative $d$. By hand, the quotient and chain rules give

$$x'(t)=\frac{(1-t)+t}{(1-t)^2}\cdot\frac{1-t}{t}+g=\frac{1}{t(1-t)}+g.$$

The proof combines the same rules, and `field_simp` and `ring` simplify the fraction.

```lean
/-- The slope of the potential is at least `4 + g`. -/
theorem slope_lower_bound (g : ℝ) {t : ℝ} (ht : t ∈ Ioo (0 : ℝ) 1) :
    4 + g ≤ potentialSlope g t := by
  have hp : 0 < t * (1 - t) := mul_pos ht.1 (by linarith [ht.2])
  have h : 4 ≤ 1 / (t * (1 - t)) := by
    rw [le_div_iff₀ hp]
    nlinarith [sq_nonneg (2 * t - 1)]
  unfold potentialSlope
  linarith
```

Since $1-4t(1-t)=(2t-1)^2\ge 0$, we have $1/(t(1-t))\ge 4$, and so $x'(t)\ge 4+g$. The square is the hint passed to `nlinarith`, a tactic for polynomial inequalities.

```lean
/-- For `g > -4` the potential increases strictly with coverage. -/
theorem potential_strictMonoOn {g : ℝ} (hg : -4 < g) :
    StrictMonoOn (potential g) (Ioo 0 1) := by
  refine strictMonoOn_of_deriv_pos (convex_Ioo 0 1)
    (fun t ht => (hasDerivAt_potential g ht).continuousAt.continuousWithinAt) ?_
  intro t ht
  rw [interior_Ioo] at ht
  rw [(hasDerivAt_potential g ht).deriv]
  linarith [slope_lower_bound g ht]
```

For $g>-4$ the slope is positive everywhere on $(0,1)$, so $x$ is strictly increasing. Physically, the condition keeps the attraction too weak for phase separation in this mean-field model. For $g<-4$ the slope is negative near half coverage, and some potentials correspond to several coverages.

## One coverage for every potential

```lean
/-- For `g > -4` there is exactly one isotherm defined at all potentials. -/
theorem existsUnique_isotherm {g : ℝ} (hg : -4 < g) : ∃! θ : ℝ → ℝ, IsIsotherm g θ := by
  have hex : ∀ E : ℝ, ∃ t : ℝ, t ∈ Ioo (0 : ℝ) 1 ∧ potential g t = E := by
    intro E
    -- parametrise the coverage by the logistic function
    let σ : ℝ → ℝ := fun y => Real.exp y / (1 + Real.exp y)
    have hpos : ∀ y : ℝ, 0 < 1 + Real.exp y := fun y => by positivity
    have h0 : ∀ y, 0 < σ y := fun y => div_pos (Real.exp_pos y) (hpos y)
    have h1 : ∀ y, σ y < 1 := fun y => (div_lt_one (hpos y)).2 (by linarith)
    have hc : Continuous (fun y => y + g * σ y) :=
      continuous_id.add (continuous_const.mul
        (Real.continuous_exp.div (continuous_const.add Real.continuous_exp)
          (fun y => (hpos y).ne')))
    have hup : ∀ y, g * σ y ≤ |g| := fun y => by
      have a := mul_le_mul_of_nonneg_right (le_abs_self g) (h0 y).le
      have b := mul_le_mul_of_nonneg_left (h1 y).le (abs_nonneg g)
      linarith
    have hlo : ∀ y, -|g| ≤ g * σ y := fun y => by
      have a := mul_le_mul_of_nonneg_right (neg_abs_le g) (h0 y).le
      have b := mul_le_mul_of_nonneg_left (h1 y).le (abs_nonneg g)
      linarith
    have hab : E - |g| ≤ E + |g| := by linarith [abs_nonneg g]
    obtain ⟨y, -, hy⟩ := intermediate_value_Icc hab hc.continuousOn
      (show E ∈ Icc _ _ from
        ⟨by linarith [hup (E - |g|)], by linarith [hlo (E + |g|)]⟩)
    refine ⟨σ y, ⟨h0 y, h1 y⟩, ?_⟩
    have hne := (hpos y).ne'
    have e1 : 1 - σ y = 1 / (1 + Real.exp y) := by
      show 1 - Real.exp y / (1 + Real.exp y) = _
      rw [eq_div_iff hne, sub_mul, div_mul_cancel₀ _ hne]
      ring
    have e2 : σ y / (1 - σ y) = Real.exp y := by
      rw [e1]
      show Real.exp y / (1 + Real.exp y) / (1 / (1 + Real.exp y)) = _
      field_simp
    unfold potential
    rw [e2, Real.log_exp]
    exact hy
  choose θ h using hex
  exact ⟨θ, h, fun φ hφ => funext fun E => (potential_strictMonoOn hg).injOn
    (hφ E).1 (h E).1 ((hφ E).2.trans (h E).2.symm)⟩
```

The symbol `∃!` means "there is exactly one". For existence, put $y=\ln\frac{t}{1-t}$, so that $t=\sigma(y)=e^y/(1+e^y)$. The equation $x(t)=E$ becomes

$$y+g\,\sigma(y)=E.$$

The left side is continuous in $y$. Because $0<\sigma<1$, the interaction term lies between $-|g|$ and $|g|$. The left side is therefore at most $E$ at $y=E-|g|$ and at least $E$ at $y=E+|g|$, and the intermediate value theorem supplies a solution. The command `choose` collects the solutions for all $E$ into one function $\theta$. Uniqueness follows because a strictly increasing $x$ cannot take the same value at two coverages.

```lean
/-- For `g > -4` the voltammetric current, the derivative of coverage with respect to potential, is
the reciprocal of the slope of the potential. -/
theorem hasDerivAt_isotherm {g : ℝ} (hg : -4 < g) {θ : ℝ → ℝ} (h : IsIsotherm g θ) (E : ℝ) :
    HasDerivAt θ (potentialSlope g (θ E))⁻¹ E := by
  have hm := potential_strictMonoOn hg
  have hθ : StrictMonoOn θ univ := fun a _ b _ hab =>
    (hm.lt_iff_lt (h a).1 (h b).1).1 (by rw [(h a).2, (h b).2]; exact hab)
  -- a monotone function is continuous at a point if its image fills a neighbourhood of its value there
  have hc : ContinuousAt θ E := hθ.continuousAt_of_image_mem_nhds Filter.univ_mem
    (Filter.mem_of_superset (Ioo_mem_nhds (h E).1.1 (h E).1.2)
      (fun t ht => ⟨potential g t, mem_univ _, hm.injOn (h _).1 ht (h _).2⟩))
  exact HasDerivAt.of_local_left_inverse hc (hasDerivAt_potential g (h E).1)
    (by linarith [slope_lower_bound g (h E).1] : 0 < potentialSlope g (θ E)).ne'
    (Filter.Eventually.of_forall fun y => (h y).2)
```

Differentiating $x(\theta(E))=E$ gives $x'(\theta(E))\,\theta'(E)=1$, hence

$$\frac{d\theta}{dE}=\frac{1}{x'(\theta(E))}.$$

This presupposes that $\theta$ is differentiable, which the proof establishes. First, $\theta$ is strictly increasing because $x$ is. Next, every $t\in(0,1)$ is a value of $\theta$, namely $t=\theta(x(t))$, so $\theta$ has no jumps and is continuous. The inverse function rule then applies, since the slope is nonzero.

## The coverages at half maximum

```lean
/-- For `g > -4` the reciprocal slope is at least half of `1/(4+g)` exactly for coverages between
`(1-s)/2` and `(1+s)/2`. -/
theorem half_maximum_iff {g t : ℝ} (hg : -4 < g) (ht : t ∈ Ioo (0 : ℝ) 1) :
    1 / (4 + g) / 2 ≤ (potentialSlope g t)⁻¹ ↔
      t ∈ Icc ((1 - halfSpread g) / 2) ((1 + halfSpread g) / 2) := by
  have h4 : 0 < 4 + g := by linarith
  have h8 : 0 < 8 + g := by linarith
  have hp : 0 < t * (1 - t) := mul_pos ht.1 (by linarith [ht.2])
  have hs : 0 < potentialSlope g t := by linarith [slope_lower_bound g ht]
  have e : 1 / (4 + g) / 2 = (2 * (4 + g))⁻¹ := by field_simp
  have key : potentialSlope g t ≤ 2 * (4 + g) ↔ (2 * t - 1) ^ 2 ≤ (4 + g) / (8 + g) := by
    have a : potentialSlope g t ≤ 2 * (4 + g) ↔ 1 / (t * (1 - t)) ≤ 8 + g := by
      unfold potentialSlope
      constructor <;> intro _ <;> linarith
    rw [a, div_le_iff₀ hp, le_div_iff₀ h8]
    constructor <;> intro _ <;> nlinarith
  rw [e, inv_le_inv₀ (by positivity) hs, key]
  constructor
  · intro h
    have b := abs_le.1 (Real.abs_le_sqrt h)
    unfold halfSpread
    exact ⟨by linarith [b.1], by linarith [b.2]⟩
  · rintro ⟨h1, h2⟩
    have b : (2 * t - 1) ^ 2 ≤ halfSpread g ^ 2 := sq_le_sq' (by linarith) (by linarith)
    rwa [halfSpread, Real.sq_sqrt (by positivity)] at b
```

The arrow `↔` means "if and only if". Half of the peak height is $1/(2(4+g))$. All the quantities involved are positive, so the condition can be rewritten step by step:

$$\frac{1}{x'(t)}\ge\frac{1}{2(4+g)}
\iff x'(t)\le 2(4+g)
\iff \frac{1}{t(1-t)}\le 8+g.$$

With $t(1-t)=\frac{1-(2t-1)^2}{4}$, the last inequality reads

$$(2t-1)^2\le 1-\frac{4}{8+g}=\frac{4+g}{8+g}=s^2,$$

which is $|2t-1|\le s$, or $\frac{1-s}{2}\le t\le\frac{1+s}{2}$. The intermediate statement `key` is the inequality for $(2t-1)^2$, and the final part of the proof takes the square root in one direction and squares in the other.

```lean
/-- The potentials at the two coverages `(1+s)/2` and `(1-s)/2`. -/
theorem potential_pair (g : ℝ) {s : ℝ} (h0 : 0 < s) (h1 : s < 1) :
    potential g ((1 + s) / 2) = Real.log ((1 + s) / (1 - s)) + g * ((1 + s) / 2) ∧
    potential g ((1 - s) / 2) = -Real.log ((1 + s) / (1 - s)) + g * ((1 - s) / 2) := by
  have hm : 1 - s ≠ 0 := by linarith
  have hp : 1 + s ≠ 0 := by linarith
  have a : 1 - (1 + s) / 2 = (1 - s) / 2 := by ring
  have b : 1 - (1 - s) / 2 = (1 + s) / 2 := by ring
  unfold potential
  rw [a, b, ← Real.log_inv, inv_div, div_div_div_cancel_right₀ two_ne_zero,
    div_div_div_cancel_right₀ two_ne_zero]
  exact ⟨rfl, rfl⟩
```

Because $1-\frac{1\pm s}{2}=\frac{1\mp s}{2}$, the two potentials are

$$x\!\left(\tfrac{1\pm s}{2}\right)=\pm\ln\frac{1+s}{1-s}+g\,\frac{1\pm s}{2}.$$

The symbol `∧` joins the two statements. Here $s$ is any number between 0 and 1.

```lean
/-- For `g > -4` the parameter `s` lies strictly between 0 and 1. -/
theorem halfSpread_mem {g : ℝ} (hg : -4 < g) : halfSpread g ∈ Ioo (0 : ℝ) 1 := by
  have h4 : 0 < 4 + g := by linarith
  have h8 : 0 < 8 + g := by linarith
  refine ⟨Real.sqrt_pos.2 (div_pos h4 h8), (Real.sqrt_lt' one_pos).2 ?_⟩
  rw [one_pow, div_lt_one h8]
  linarith
```

For $g>-4$ we have $0<4+g<8+g$, so $0<s<1$. Both half-maximum coverages therefore lie inside $(0,1)$, and the logarithm in the width is finite and positive.

## The width in potential

```lean
/-- Full width at half maximum of the Frumkin voltammogram for `g > -4`: the peak current is
`1/(4+g)`, and the potentials with at least half this current form an interval of length `2
ln((1+s)/(1-s)) + g s`. -/
theorem frumkin_fwhm {g : ℝ} (hg : -4 < g) {θ : ℝ → ℝ} (h : IsIsotherm g θ) :
    IsGreatest (range (deriv θ)) (1 / (4 + g)) ∧
    {E | 1 / (4 + g) / 2 ≤ deriv θ E} =
      Icc (potential g ((1 - halfSpread g) / 2)) (potential g ((1 + halfSpread g) / 2)) ∧
    potential g ((1 + halfSpread g) / 2) - potential g ((1 - halfSpread g) / 2) =
      2 * Real.log ((1 + halfSpread g) / (1 - halfSpread g)) + g * halfSpread g := by
  have hm := potential_strictMonoOn hg
  have h4 : 0 < 4 + g := by linarith
  obtain ⟨s0, s1⟩ := halfSpread_mem hg
  have hd : ∀ E, deriv θ E = (potentialSlope g (θ E))⁻¹ :=
    fun E => (hasDerivAt_isotherm hg h E).deriv
  refine ⟨⟨⟨potential g (1 / 2), ?_⟩, ?_⟩, ?_, ?_⟩
  · -- the peak is reached at half coverage
    have e : θ (potential g (1 / 2)) = 1 / 2 :=
      hm.injOn (h _).1 ⟨by norm_num, by norm_num⟩ (h _).2
    rw [hd, e, potentialSlope, one_div (4 + g)]
    norm_num
  · rintro _ ⟨E, rfl⟩
    have b := slope_lower_bound g (h E).1
    rw [hd, one_div, inv_le_inv₀ (by linarith) h4]
    exact b
  · -- monotonicity carries the coverage window to a potential window
    ext E
    have l := hm.le_iff_le (a := (1 - halfSpread g) / 2) (b := θ E)
      ⟨by linarith, by linarith⟩ (h E).1
    have r := hm.le_iff_le (a := θ E) (b := (1 + halfSpread g) / 2)
      (h E).1 ⟨by linarith, by linarith⟩
    rw [(h E).2] at l r
    rw [mem_ofPred_eq, hd, half_maximum_iff hg (h E).1, mem_Icc, mem_Icc, l, r]
  · rw [(potential_pair g s0 s1).1, (potential_pair g s0 s1).2]
    ring
```

The hypotheses are $g>-4$ and that $\theta$ is an isotherm. There are three conclusions.

1. `IsGreatest (range (deriv θ)) (1 / (4 + g))` says that $1/(4+g)$ is a value of the current and that no value exceeds it. It is reached at half coverage, where $x'(1/2)=4+g$, and the slope bound excludes anything larger.
2. The set of potentials with at least half the peak current is exactly the closed interval from $x\!\left(\frac{1-s}{2}\right)$ to $x\!\left(\frac{1+s}{2}\right)$. Since $x$ is increasing, $\frac{1-s}{2}\le\theta(E)\le\frac{1+s}{2}$ is the same as $x\!\left(\frac{1-s}{2}\right)\le E\le x\!\left(\frac{1+s}{2}\right)$. The lines defining `l` and `r` are these two comparisons.
3. The length of the interval is $W$. On subtracting the two potentials, the logarithms add and the interaction terms leave $g\left(\frac{1+s}{2}-\frac{1-s}{2}\right)=g\,s$.

A value that can be worked by hand is $g=-8/3$, a moderate attraction. Then $s^2=\frac{4/3}{16/3}=\frac14$, so $s=\frac12$ and the half-maximum coverages are $\frac14$ and $\frac34$. The peak current is $\frac34$, and at $t=\frac14$ the slope is $\frac{16}{3}-\frac83=\frac83$, which gives the current $\frac38$, half the peak. The width is $2\ln 3-\frac43\approx 0.864$.

As $g$ approaches $-4$ from above, write $\varepsilon=4+g$. Expanding the formula for small $s\approx\sqrt{\varepsilon}/2$ gives $W\approx\varepsilon s+\frac43 s^3\approx\frac23\,\varepsilon^{3/2}$. The peak narrows to zero width while its height $1/\varepsilon$ diverges.

## Langmuir adsorption

```lean
/-- Without lateral interaction (`g = 0`) the current is at least `1/8` exactly for potentials
between `-ln(3+2√2)` and `ln(3+2√2)`. -/
theorem langmuir_window {θ : ℝ → ℝ} (h : IsIsotherm 0 θ) :
    {E | 1 / 8 ≤ deriv θ E} =
      Icc (-Real.log (3 + 2 * Real.sqrt 2)) (Real.log (3 + 2 * Real.sqrt 2)) := by
  have hg : (-4 : ℝ) < 0 := by norm_num
  obtain ⟨s0, s1⟩ := halfSpread_mem hg
  have q : Real.sqrt 2 ^ 2 = 2 := Real.sq_sqrt (by norm_num)
  have hs : halfSpread 0 = Real.sqrt 2 / 2 := by
    have e : ((4 : ℝ) + 0) / (8 + 0) = (Real.sqrt 2 / 2) ^ 2 := by
      rw [div_pow, q]
      norm_num
    rw [halfSpread, e, Real.sqrt_sq (by positivity)]
  have hr : (1 + halfSpread 0) / (1 - halfSpread 0) = 3 + 2 * Real.sqrt 2 := by
    rw [div_eq_iff (by linarith), hs]
    linear_combination q
  have m := (frumkin_fwhm hg h).2.1
  rw [(potential_pair 0 s0 s1).1, (potential_pair 0 s0 s1).2, hr, zero_mul, zero_mul] at m
  simp only [add_zero] at m
  have e8 : (1 : ℝ) / 8 = 1 / 4 / 2 := by norm_num
  rw [e8]
  exact m

end

end FrumkinVoltammetry
```

Without lateral interaction, $g=0$, the peak current is $\frac14$ and half of it is $\frac18$. Here $s=\sqrt{4/8}=\frac{\sqrt2}{2}$, and

$$\frac{1+s}{1-s}=\frac{2+\sqrt2}{2-\sqrt2}=\frac{(2+\sqrt2)^2}{2}=3+2\sqrt2.$$

The interaction terms vanish, so the window is symmetric about $E=0$, with width $2\ln(3+2\sqrt2)\approx 3.53$. The proof computes $s$ and this ratio, then substitutes them into the second conclusion of the general theorem.

```lean
#print axioms FrumkinVoltammetry.existsUnique_isotherm
-- 'FrumkinVoltammetry.existsUnique_isotherm' depends on axioms: [propext, Classical.choice, Quot.sound]
#print axioms FrumkinVoltammetry.frumkin_fwhm
-- 'FrumkinVoltammetry.frumkin_fwhm' depends on axioms: [propext, Classical.choice, Quot.sound]
#print axioms FrumkinVoltammetry.langmuir_window
-- 'FrumkinVoltammetry.langmuir_window' depends on axioms: [propext, Classical.choice, Quot.sound]
```
